# A finite-dimensional Hamiltonian is diagonalisable with real energies exactly when some positive definite metric makes it Hermitian

The theorem `real_diagonalizable_iff_exists_metric` concerns a complex square matrix `H` of finite size, which need not be Hermitian in the usual inner product. It says that `H` can be written as X diag(E) X⁻¹, with X invertible and all energies E real, if and only if there is a positive definite matrix η with ηH = H†η. The second condition says that `H` is Hermitian in the inner product defined by η. From a diagonalisation, the proof builds the metric η = (X⁻¹)†X⁻¹. Conversely, it factors η as S†S, diagonalises the Hermitian matrix SHS⁻¹ by a unitary V, and takes X = S⁻¹V.

In Lean, a first try:

```lean
import Mathlib

open Matrix
open scoped ComplexOrder

namespace RealDiagonalizableIffExistsMetric

noncomputable section

variable {n : Type*} [Fintype n] [DecidableEq n]

/-- A matrix is positive definite exactly when it is `S† S` for an invertible `S`. -/
theorem posDef_iff_factor (η : Matrix n n ℂ) :
    η.PosDef ↔ ∃ S : (Matrix n n ℂ)ˣ, η = (S : Matrix n n ℂ)ᴴ * S := by
  constructor
  · intro h
    have hs := h.isHermitian.spectral_theorem
    rw [Unitary.conjStarAlgAut_apply] at hs
    set U : Matrix n n ℂ := (h.isHermitian.eigenvectorUnitary : Matrix n n ℂ)
    -- the square root of the diagonal part
    let D : Matrix n n ℂ :=
      diagonal fun i => ((Real.sqrt (h.isHermitian.eigenvalues i) : ℝ) : ℂ)
    have hD : Dᴴ = D := by
      ext i j
      by_cases hij : i = j
      · subst hij
        simp [D]
      · simp [D, hij, Ne.symm hij]
    have hDD : D * D = diagonal (RCLike.ofReal ∘ h.isHermitian.eigenvalues) := by
      rw [diagonal_mul_diagonal]
      congr 1
      funext i
      change _ = ((h.isHermitian.eigenvalues i : ℝ) : ℂ)
      rw [← Complex.ofReal_mul, Real.mul_self_sqrt (h.eigenvalues_pos i).le]
    have hf : η = (D * Uᴴ)ᴴ * (D * Uᴴ) := by
      rw [conjTranspose_mul, conjTranspose_conjTranspose, hD]
      calc η = U * (D * D) * Uᴴ := by rw [hDD]; exact hs
        _ = U * D * (D * Uᴴ) := by simp only [mul_assoc]
    have hu : IsUnit (D * Uᴴ) := by
      have hdet := (isUnit_iff_isUnit_det _).1 h.isUnit
      rw [hf, det_mul] at hdet
      exact (isUnit_iff_isUnit_det _).2 (isUnit_of_mul_isUnit_right hdet)
    obtain ⟨S, hS⟩ := hu
    exact ⟨S, by rw [hS]; exact hf⟩
  · rintro ⟨S, rfl⟩
    apply PosDef.conjTranspose_mul_self
    intro u v huv
    have h := congrArg (fun w => (↑S⁻¹ : Matrix n n ℂ) *ᵥ w) huv
    simpa only [mulVec_mulVec, Units.inv_mul, one_mulVec] using h

/-- For the metric `η = S† S` with `S` invertible, `η H = H† η` holds exactly when the
transformed Hamiltonian `S H S⁻¹` is Hermitian. -/
theorem transformed_isHermitian_iff (S : (Matrix n n ℂ)ˣ) (H : Matrix n n ℂ) :
    ((S : Matrix n n ℂ) * H * (↑S⁻¹ : Matrix n n ℂ)).IsHermitian ↔
      (S : Matrix n n ℂ)ᴴ * S * H = Hᴴ * ((S : Matrix n n ℂ)ᴴ * S) := by
  have hST := S.mul_inv
  have hTS := S.inv_mul
  generalize (↑S⁻¹ : Matrix n n ℂ) = T at *
  generalize (S : Matrix n n ℂ) = R at *
  have h1 : Rᴴ * Tᴴ = 1 := by rw [← conjTranspose_mul, hTS, conjTranspose_one]
  have h2 : Tᴴ * Rᴴ = 1 := by rw [← conjTranspose_mul, hST, conjTranspose_one]
  constructor
  · intro h
    calc Rᴴ * R * H = Rᴴ * (R * H * T) * R := by simp only [mul_assoc, hTS, mul_one]
      _ = Rᴴ * (R * H * T)ᴴ * R := by rw [h.eq]
      _ = (Rᴴ * Tᴴ) * (Hᴴ * (Rᴴ * R)) := by simp only [conjTranspose_mul, mul_assoc]
      _ = Hᴴ * (Rᴴ * R) := by rw [h1, one_mul]
  · intro h
    change (R * H * T)ᴴ = R * H * T
    calc (R * H * T)ᴴ = Tᴴ * (Hᴴ * (Rᴴ * R)) * T := by
          simp only [conjTranspose_mul, mul_assoc, hST, mul_one]
      _ = Tᴴ * (Rᴴ * R * H) * T := by rw [h]
      _ = (Tᴴ * Rᴴ) * (R * H * T) := by simp only [mul_assoc]
      _ = R * H * T := by rw [h2, one_mul]

/-- A Hamiltonian has the form `X diag(E) X⁻¹` with `X` invertible and real energies `E`
if and only if `η H = H† η` for some positive definite metric `η`. -/
theorem real_diagonalizable_iff_exists_metric (H : Matrix n n ℂ) :
    (∃ (X : (Matrix n n ℂ)ˣ) (E : n → ℝ),
      H = X * diagonal (fun k => (E k : ℂ)) * (↑X⁻¹ : Matrix n n ℂ)) ↔
    ∃ η : Matrix n n ℂ, η.PosDef ∧ η * H = Hᴴ * η := by
  constructor
  · rintro ⟨X, E, hH⟩
    -- the metric is built from the inverse of the eigenvector matrix
    refine ⟨_, (posDef_iff_factor _).2 ⟨X⁻¹, rfl⟩,
      (transformed_isHermitian_iff X⁻¹ H).1 ?_⟩
    have hd : (↑X⁻¹ : Matrix n n ℂ) * H * (↑(X⁻¹)⁻¹ : Matrix n n ℂ)
        = diagonal (fun k => (E k : ℂ)) := by
      rw [hH, inv_inv]
      simp only [mul_assoc, Units.inv_mul, mul_one, Units.inv_mul_cancel_left]
    rw [hd]
    ext i j
    by_cases hij : i = j
    · subst hij
      simp
    · simp [hij, Ne.symm hij]
  · rintro ⟨η, hη, h⟩
    obtain ⟨S, rfl⟩ := (posDef_iff_factor η).1 hη
    have hK := (transformed_isHermitian_iff S H).2 h
    have hs := hK.spectral_theorem
    rw [Unitary.conjStarAlgAut_apply] at hs
    -- undo the transformation after the unitary diagonalisation
    let V : (Matrix n n ℂ)ˣ := Unitary.toUnits hK.eigenvectorUnitary
    refine ⟨S⁻¹ * V, hK.eigenvalues, ?_⟩
    calc H = (↑S⁻¹ : Matrix n n ℂ) * (S * H * (↑S⁻¹ : Matrix n n ℂ)) * S := by
          simp only [mul_assoc, Units.inv_mul, mul_one, Units.inv_mul_cancel_left]
      _ = (↑S⁻¹ : Matrix n n ℂ) * ((V : Matrix n n ℂ) *
            diagonal (fun k => (hK.eigenvalues k : ℂ)) * (↑V⁻¹ : Matrix n n ℂ)) * S :=
          congrArg (fun M => (↑S⁻¹ : Matrix n n ℂ) * M * S) hs
      _ = _ := by simp only [mul_inv_rev, inv_inv, Units.val_mul, mul_assoc]

end

end RealDiagonalizableIffExistsMetric
```

Messages:

```
Main.lean:110:29: error: Ambiguous term
  mul_inv_rev
Possible interpretations:
  _root_.mul_inv_rev : ∀ (a b : ?m.322), (a * b)⁻¹ = b⁻¹ * a⁻¹
  
  Matrix.mul_inv_rev : ∀ (A B : Matrix ?m.322 ?m.322 ?m.323), (A * B)⁻¹ = B⁻¹ * A⁻¹
Main.lean:110:15: error: unsolved goals
n : Type u_1
inst✝¹ : Fintype n
inst✝ : DecidableEq n
H : Matrix n n ℂ
S : (Matrix n n ℂ)ˣ
hη : ((↑S)ᴴ * ↑S).PosDef
h : (↑S)ᴴ * ↑S * H = Hᴴ * ((↑S)ᴴ * ↑S)
hK : (↑S * H * ↑S⁻¹).IsHermitian
hs : ↑S * H * ↑S⁻¹ = ↑hK.eigenvectorUnitary * diagonal (RCLike.ofReal ∘ hK.eigenvalues) * star ↑hK.eigenvectorUnitary
V : (Matrix n n ℂ)ˣ := Unitary.toUnits hK.eigenvectorUnitary
⊢ ↑S⁻¹ * (↑V * ((diagonal fun k => ↑(⋯.eigenvalues k)) * (↑V⁻¹ * ↑S))) =
    ↑S⁻¹ * (↑V * ((diagonal fun k => ↑(⋯.eigenvalues k)) * ↑(S⁻¹ * V)⁻¹))
Main.lean:110:42: warning: This simp argument is unused:
  inv_inv

Hint: Omit it from the simp argument list.
  [apply] simp only [mul_inv_rev, Units.val_mul, mul_assoc]

Note: This linter can be disabled with `set_option linter.unusedSimpArgs false`
```

Cause. The failure is in the last step of the converse, where the inverse of `S⁻¹ * V` has to be expanded. Because the file has `open Matrix`, the name `mul_inv_rev` can mean either `_root_.mul_inv_rev` or `Matrix.mul_inv_rev`, and Lean reports it as ambiguous.

The other two messages follow from this. In the unsolved goal, the right-hand side still contains `↑(S⁻¹ * V)⁻¹` where the left has `↑V⁻¹ * ↑S`, so the product rule for inverses was never applied. `inv_inv` is reported as unused because the double inverse `(S⁻¹)⁻¹` appears only after that rule has been applied.

The inverse here is taken in the group of units `(Matrix n n ℂ)ˣ`, before the coercion to matrices, so the general lemma is the one needed. Writing `_root_.mul_inv_rev` selects it. It turns `(S⁻¹ * V)⁻¹` into `V⁻¹ * (S⁻¹)⁻¹`, `inv_inv` reduces the last factor to `S`, and `Units.val_mul` carries the coercion through the product, so the two sides agree.

The mended proof, as a diff:

```diff
@@ -108,5 +108,5 @@
             diagonal (fun k => (hK.eigenvalues k : ℂ)) * (↑V⁻¹ : Matrix n n ℂ)) * S :=
           congrArg (fun M => (↑S⁻¹ : Matrix n n ℂ) * M * S) hs
-      _ = _ := by simp only [mul_inv_rev, inv_inv, Units.val_mul, mul_assoc]
+      _ = _ := by simp only [_root_.mul_inv_rev, inv_inv, Units.val_mul, mul_assoc]
 
 end
```
